# A unit vector with residual at most e exists exactly when a perturbation of norm at most e makes z an eigenvalue

Take two levels with energies $0$ and $\Delta$ and a real coupling $g$:

$$A=\begin{pmatrix}0&g\\ g&\Delta\end{pmatrix},\qquad v=\begin{pmatrix}1\\0\end{pmatrix},\qquad z=0.$$

The residual $Av-zv=(0,g)^T$ has norm $|g|$. If I delete the lower-left $g$, a change of operator norm $|g|$, then $v$ becomes an exact eigenvector with eigenvalue $0$. I believe this is general: for a complex $n\times n$ matrix $A$, a unit vector with $\|Av-zv\|\le e$ exists exactly when $z$ is an eigenvalue of some $A+F$ with $\|F\|\le e$. Can this be made rigorous and machine-checked? And if $A$ is Hermitian, can the perturbed matrix be Hermitian too?

## The residual can be cancelled by a perturbation of its own size

Yes to both, with $z=\langle v,Av\rangle$ in the Hermitian case. Inner products are linear in the second argument.

Given a unit vector $v$, let $r=Av-zv$ and define $Fx=-\langle v,x\rangle r$. Since $\langle v,v\rangle=1$,

$$(A+F)v=Av-r=zv,\qquad \|Fx\|=|\langle v,x\rangle|\,\|r\|\le\|r\|\,\|x\|.$$

So $\|F\|\le\|r\|\le e$, and $v\neq0$ is an eigenvector.

Conversely, let $(A+F)x=zx$ with $x\ne0$ and $\|F\|\le e$. The unit vector $v=x/\|x\|$ satisfies the same equation, so $Av-zv=-Fv$ and $\|Av-zv\|\le\|F\|\le e$. The same estimate shows that no perturbation smaller than $\|r\|$ can make a given pair $(z,v)$ exact.

For Hermitian $A$ and $z=\langle v,Av\rangle$, we have $\langle v,r\rangle=\langle v,Av\rangle-z=0$. Define

$$Hx=-(\langle v,x\rangle r+\langle r,x\rangle v).$$

Its two terms are adjoints of each other, so $H$ is Hermitian, and $Hv=-r$ gives $(A+H)v=zv$. To bound $H$, write $x=av+y$ with $a=\langle v,x\rangle$ and $y\perp v$. Then $\langle r,x\rangle=\langle r,y\rangle$, and Pythagoras and Cauchy–Schwarz give

$$\|Hx\|^2=|a|^2\|r\|^2+|\langle r,y\rangle|^2\le\|r\|^2(|a|^2+\|y\|^2)=\|r\|^2\|x\|^2.$$

With the lower bound above, $\|H\|=\|r\|$. In the two-level example, $H$ removes both couplings.

The normalisation matters. For the $1\times1$ matrix $A=0$, with $z=1$ and $e=1/2$, the vector $v=1/2$ has residual norm $1/2$, yet only $F=1$ makes $z$ an eigenvalue.

Here is the complete Lean file.

```lean
import Mathlib

open Matrix

namespace PseudospectrumResidual

noncomputable section

variable {E : Type*} [NormedAddCommGroup E] [InnerProductSpace ℂ E]

/-- The residual `A v - z v` of an approximate eigenpair `(z, v)`. -/
def residual (A : E →L[ℂ] E) (z : ℂ) (v : E) : E := A v - z • v

/-- The perturbation `-|r⟩⟨v|`, of rank at most one, where `r` is the residual of `(z, v)`. -/
def correction (A : E →L[ℂ] E) (z : ℂ) (v : E) : E →L[ℂ] E :=
  -((innerSL ℂ v).smulRight (residual A z v))

/-- The Hermitian perturbation `-(|r⟩⟨v| + |v⟩⟨r|)` built from two vectors. -/
def hermitianCorrection (v r : E) : E →L[ℂ] E :=
  -((innerSL ℂ v).smulRight r + (innerSL ℂ r).smulRight v)

lemma perturbed_apply (A F : E →L[ℂ] E) (v : E) : (A + F) v = A v + F v := rfl

lemma inner_self_unit {v : E} (hv : ‖v‖ = 1) : inner ℂ v v = (1 : ℂ) := by
  rw [inner_self_eq_norm_sq_to_K, hv]
  simp

/-- For a unit vector `v`, adding `correction A z v` to `A` makes `(z, v)` an exact eigenpair. -/
theorem correction_exact (A : E →L[ℂ] E) (z : ℂ) {v : E} (hv : ‖v‖ = 1) :
    (A + correction A z v) v = z • v := by
  have h : correction A z v v = -((inner ℂ v v : ℂ) • residual A z v) := rfl
  rw [perturbed_apply, h, inner_self_unit hv, one_smul, residual]
  abel

/-- For a unit vector `v`, any perturbation that makes `(z, v)` an exact eigenpair is at least as
large as the residual norm. -/
theorem residual_le_norm {A F : E →L[ℂ] E} {z : ℂ} {v : E} (hv : ‖v‖ = 1)
    (h : (A + F) v = z • v) : ‖residual A z v‖ ≤ ‖F‖ := by
  have h1 : residual A z v = -(F v) := by
    rw [residual, ← h, perturbed_apply]
    abel
  rw [h1, norm_neg]
  simpa [hv] using F.le_opNorm v

/-- For a unit vector `v`, the norm of `correction A z v` is at most the residual norm. -/
theorem norm_correction_le (A : E →L[ℂ] E) (z : ℂ) {v : E} (hv : ‖v‖ = 1) :
    ‖correction A z v‖ ≤ ‖residual A z v‖ := by
  refine ContinuousLinearMap.opNorm_le_bound _ (norm_nonneg _) fun x => ?_
  have h : correction A z v x = -((inner ℂ v x : ℂ) • residual A z v) := rfl
  have hc := norm_inner_le_norm (𝕜 := ℂ) v x
  rw [hv, one_mul] at hc
  rw [h, norm_neg, norm_smul, mul_comm]
  exact mul_le_mul_of_nonneg_left hc (norm_nonneg _)

/-- For a unit vector `v`, the residual norm is the smallest size of a perturbation for which `(z,
v)` is an exact eigenpair, and this minimum is attained. -/
theorem backward_error (A : E →L[ℂ] E) (z : ℂ) {v : E} (hv : ‖v‖ = 1) :
    IsLeast {c : ℝ | ∃ F : E →L[ℂ] E, (A + F) v = z • v ∧ ‖F‖ = c} ‖residual A z v‖ := by
  constructor
  · exact ⟨correction A z v, correction_exact A z hv,
      le_antisymm (norm_correction_le A z hv) (residual_le_norm hv (correction_exact A z hv))⟩
  · rintro c ⟨F, hF, rfl⟩
    exact residual_le_norm hv hF

/-- For a bounded operator, a unit vector with residual at most `e` exists exactly when a
perturbation of norm at most `e` makes `z` an eigenvalue. -/
theorem operator_pseudospectrum_iff (A : E →L[ℂ] E) (z : ℂ) (e : ℝ) :
    (∃ v : E, ‖v‖ = 1 ∧ ‖residual A z v‖ ≤ e) ↔
      ∃ F : E →L[ℂ] E, ‖F‖ ≤ e ∧ ∃ x : E, x ≠ 0 ∧ (A + F) x = z • x := by
  constructor
  · rintro ⟨v, hv, he⟩
    refine ⟨correction A z v, (norm_correction_le A z hv).trans he, v, ?_,
      correction_exact A z hv⟩
    rintro rfl
    simp at hv
  · rintro ⟨F, hF, x, hx, h⟩
    -- normalise the eigenvector of the perturbed operator
    have hn : ‖((‖x‖ : ℂ)⁻¹) • x‖ = 1 := by
      rw [norm_smul, norm_inv, Complex.norm_real, norm_norm]
      exact inv_mul_cancel₀ (norm_ne_zero_iff.mpr hx)
    refine ⟨((‖x‖ : ℂ)⁻¹) • x, hn, (residual_le_norm hn ?_).trans hF⟩
    rw [map_smul, h, smul_comm]

lemma norm_sq_add_of_orthogonal {u w : E} (h : inner ℂ u w = (0 : ℂ)) :
    ‖u + w‖ ^ 2 = ‖u‖ ^ 2 + ‖w‖ ^ 2 := by
  rw [norm_add_sq (𝕜 := ℂ), h]
  simp

/-- For a unit vector `v` orthogonal to `r`, the Hermitian correction has norm at most
that of `r`. -/
theorem norm_hermitianCorrection_le {v r : E} (hv : ‖v‖ = 1) (hr : inner ℂ v r = (0 : ℂ)) :
    ‖hermitianCorrection v r‖ ≤ ‖r‖ := by
  refine ContinuousLinearMap.opNorm_le_bound _ (norm_nonneg _) fun x => ?_
  have hrv : inner ℂ r v = (0 : ℂ) := by rw [← inner_conj_symm, hr, map_zero]
  obtain ⟨a, ha⟩ : ∃ a : ℂ, a = inner ℂ v x := ⟨_, rfl⟩
  obtain ⟨b, hb⟩ : ∃ b : ℂ, b = inner ℂ r x := ⟨_, rfl⟩
  -- split x into its component along v and the rest y
  obtain ⟨y, hy⟩ : ∃ y : E, y = x - a • v := ⟨_, rfl⟩
  have hxy : x = a • v + y := by rw [hy]; abel
  have hvy : inner ℂ v y = (0 : ℂ) := by
    rw [hy, inner_sub_right, inner_smul_right, inner_self_unit hv, ← ha, mul_one, sub_self]
  have hX : ‖x‖ ^ 2 = ‖a‖ ^ 2 + ‖y‖ ^ 2 := by
    rw [hxy, norm_sq_add_of_orthogonal (by rw [inner_smul_left, hvy, mul_zero]),
      norm_smul, hv, mul_one]
  have hby : b = inner ℂ r y := by
    rw [hy, inner_sub_right, inner_smul_right, hrv, mul_zero, sub_zero, hb]
  have hb2 : ‖b‖ ^ 2 ≤ ‖r‖ ^ 2 * ‖y‖ ^ 2 := by
    rw [← mul_pow, hby]
    exact pow_le_pow_left₀ (norm_nonneg _) (norm_inner_le_norm r y) 2
  have hF : hermitianCorrection v r x = -(a • r + b • v) := by
    rw [ha, hb]
    rfl
  have hN : ‖a • r + b • v‖ ^ 2 = ‖a‖ ^ 2 * ‖r‖ ^ 2 + ‖b‖ ^ 2 := by
    rw [norm_sq_add_of_orthogonal
      (by rw [inner_smul_left, inner_smul_right, hrv, mul_zero, mul_zero]),
      norm_smul, norm_smul, hv, mul_one, mul_pow]
  refine (sq_le_sq₀ (norm_nonneg _) (by positivity)).1 ?_
  rw [hF, norm_neg, hN, mul_pow, hX]
  nlinarith [hb2]

/-- A normalised trial state `v` of a Hermitian operator `A` is an exact eigenstate, with
eigenvalue `⟨v, A v⟩`, of a Hermitian operator `B` whose distance from `A` is the residual norm. -/
theorem hermitian_backward_error (A : E →L[ℂ] E)
    (hA : ∀ x y, inner ℂ (A x) y = (inner ℂ x (A y) : ℂ)) {v : E} (hv : ‖v‖ = 1) :
    ∃ B : E →L[ℂ] E, (∀ x y, inner ℂ (B x) y = (inner ℂ x (B y) : ℂ)) ∧
      B v = (inner ℂ v (A v) : ℂ) • v ∧
      ‖B - A‖ = ‖residual A (inner ℂ v (A v)) v‖ := by
  obtain ⟨r, hrdef⟩ : ∃ r : E, r = residual A (inner ℂ v (A v)) v := ⟨_, rfl⟩
  -- the Rayleigh quotient makes the residual orthogonal to the trial state
  have hr : inner ℂ v r = (0 : ℂ) := by
    rw [hrdef, residual, inner_sub_right, inner_smul_right, inner_self_unit hv, mul_one, sub_self]
  have hrv : inner ℂ r v = (0 : ℂ) := by rw [← inner_conj_symm, hr, map_zero]
  have hF : ∀ x, hermitianCorrection v r x =
      -((inner ℂ v x : ℂ) • r + (inner ℂ r x : ℂ) • v) := fun _ => rfl
  have hE : (A + hermitianCorrection v r) v = (inner ℂ v (A v) : ℂ) • v := by
    rw [perturbed_apply, hF, inner_self_unit hv, hrv, one_smul, zero_smul,
      add_zero, hrdef, residual]
    abel
  refine ⟨A + hermitianCorrection v r, fun x y => ?_, hE, ?_⟩
  · rw [perturbed_apply, perturbed_apply, inner_add_left,
      inner_add_right, hA, hF, hF]
    simp only [inner_neg_left, inner_neg_right, inner_add_left, inner_add_right,
      inner_smul_left, inner_smul_right, inner_conj_symm]
    ring
  · rw [add_sub_cancel_left]
    refine le_antisymm ?_ (residual_le_norm hv hE)
    rw [← hrdef]
    exact norm_hermitianCorrection_le hv hr

variable {ι : Type*} [Fintype ι] [DecidableEq ι]

/-- A complex matrix as an operator on Euclidean space; its norm is the Euclidean
operator norm. -/
def matOp (A : Matrix ι ι ℂ) : EuclideanSpace ℂ ι →L[ℂ] EuclideanSpace ℂ ι :=
  Matrix.toEuclideanCLM (n := ι) (𝕜 := ℂ) A

lemma matOp_apply (A : Matrix ι ι ℂ) (x : EuclideanSpace ℂ ι) :
    (matOp A x).ofLp = A *ᵥ x.ofLp := by
  first | rfl | simp [matOp]

lemma matOp_add (A F : Matrix ι ι ℂ) : matOp (A + F) = matOp A + matOp F := by
  simp only [matOp, map_add]

/-- For a complex matrix `A`, a unit vector with residual norm at most `e` at `z` exists exactly
when `z` is an eigenvalue of `A + F` for some `F` of Euclidean operator norm at most `e`. -/
theorem matrix_pseudospectrum_iff (A : Matrix ι ι ℂ) (z : ℂ) (e : ℝ) :
    (∃ v : EuclideanSpace ℂ ι, ‖v‖ = 1 ∧ ‖residual (matOp A) z v‖ ≤ e) ↔
      ∃ F : Matrix ι ι ℂ, ‖matOp F‖ ≤ e ∧ ∃ x : ι → ℂ, x ≠ 0 ∧ (A + F) *ᵥ x = z • x := by
  rw [operator_pseudospectrum_iff]
  constructor
  · rintro ⟨F, hF, x, hx, h⟩
    -- every operator on Euclidean space comes from a matrix
    obtain ⟨G, rfl⟩ : ∃ G : Matrix ι ι ℂ, matOp G = F :=
      EquivLike.surjective (Matrix.toEuclideanCLM (n := ι) (𝕜 := ℂ)) F
    refine ⟨G, hF, x.ofLp, fun h0 => hx ?_, ?_⟩
    · ext i
      exact congrFun h0 i
    · rw [← matOp_add] at h
      rw [← matOp_apply, h]
      rfl
  · rintro ⟨F, hF, x, hx, h⟩
    refine ⟨matOp F, hF, WithLp.toLp 2 x, fun h0 => hx (congrArg WithLp.ofLp h0), ?_⟩
    rw [← matOp_add]
    ext i
    exact congrFun ((matOp_apply (A + F) (WithLp.toLp 2 x)).trans h) i

end

end PseudospectrumResidual
```

```lean
#print axioms PseudospectrumResidual.residual_le_norm
-- 'PseudospectrumResidual.residual_le_norm' depends on axioms: [propext, Classical.choice, Quot.sound]
#print axioms PseudospectrumResidual.backward_error
-- 'PseudospectrumResidual.backward_error' depends on axioms: [propext, Classical.choice, Quot.sound]
#print axioms PseudospectrumResidual.hermitian_backward_error
-- 'PseudospectrumResidual.hermitian_backward_error' depends on axioms: [propext, Classical.choice, Quot.sound]
#print axioms PseudospectrumResidual.matrix_pseudospectrum_iff
-- 'PseudospectrumResidual.matrix_pseudospectrum_iff' depends on axioms: [propext, Classical.choice, Quot.sound]
```

Your statement is `matrix_pseudospectrum_iff`. The finite type `ι` labels the basis states, and `matOp` lets a matrix act on `EuclideanSpace ℂ ι`, so that `‖matOp F‖` is the Euclidean operator norm. "Eigenvalue" is spelled out as a nonzero `x` with `(A + F) *ᵥ x = z • x`. Neither $n\ge1$ nor $e\ge0$ is assumed: if either fails, both sides are false.

The preceding theorems hold for continuous linear maps on any complex inner product space `E`, so they cover bounded operators but not unbounded Hamiltonians. `backward_error` says through `IsLeast` that the residual norm is the smallest perturbation norm for a fixed pair $(z,v)$ with $\|v\|=1$, and that it is attained. In `hermitian_backward_error`, the hypothesis `hA` expresses that $A$ is Hermitian, and `B` is $A+H$. The resolvent norm, often used to define pseudospectra, does not enter.

The proof follows the derivation. `correction_exact` and `norm_correction_le` treat $F$, and `residual_le_norm` gives the lower bound. `operator_pseudospectrum_iff` combines them, normalising the eigenvector in the reverse direction. The matrix theorem then uses the surjectivity of `Matrix.toEuclideanCLM`: every operator on this finite-dimensional space comes from a matrix.

For $H$, `norm_hermitianCorrection_le` splits $x$ as above; `hX` and `hN` are the two Pythagorean identities, `hb2` is Cauchy–Schwarz, and `nlinarith` closes the inequality between squares. `hermitian_backward_error` supplies the orthogonality and checks the symmetry of `B`.

For an electronic-structure Hamiltonian $A$ in a finite orthonormal basis, a normalised trial state $v$ whose residual at $z=\langle v,Av\rangle$ has norm $\|r\|$ is therefore an exact eigenstate of a Hermitian matrix at distance $\|r\|$, though not necessarily its ground state. The error of the basis itself is not measured by this residual.
